# With fewer than five donor atoms, the sigma-only angular overlap model leaves a nonbonding d orbital combination

Before diagonalising the 5×5 sigma matrix of an angular overlap calculation, one can count the ligands, where each donor atom of a chelate counts as a ligand of its own: k ligands leave at least 5 − k zero eigenvalues when k < 5, whatever their positions and strengths. Suppose a code measures energies from the unshifted d level and, for four ligands, prints five eigenvalues that all differ from zero by more than rounding error. It then contains either a mistake or a term beyond the sigma interaction.

```lean
import Mathlib

open Matrix

namespace AngularOverlapSigma

noncomputable section

/-- The sigma interaction matrix of `k` ligands on the five d orbitals: ligand `a` has
strength `e a` and overlap vector `f a`. -/
def sigmaMatrix {k : ℕ} (e : Fin k → ℝ) (f : Fin k → Fin 5 → ℝ) :
    Matrix (Fin 5) (Fin 5) ℝ :=
  Matrix.of fun i j => ∑ a, e a * f a i * f a j

/-- The sigma overlap factors of the orbitals z², yz, xz, xy, x²−y² (in this order) with a ligand in
the direction `n`, for a unit vector `n`. -/
def sigmaFactor (n : Fin 3 → ℝ) : Fin 5 → ℝ :=
  ![n 2 ^ 2 - (n 0 ^ 2 + n 1 ^ 2) / 2, √3 * (n 1 * n 2), √3 * (n 0 * n 2),
    √3 * (n 0 * n 1), √3 * ((n 0 ^ 2 - n 1 ^ 2) / 2)]

/-- The squared length of the overlap vector is the fourth power of the length of the
direction vector. -/
theorem sigmaFactor_normSq (n : Fin 3 → ℝ) :
    sigmaFactor n ⬝ᵥ sigmaFactor n = (n ⬝ᵥ n) ^ 2 := by
  have hs : √(3 : ℝ) ^ 2 = 3 := Real.sq_sqrt (by norm_num)
  simp only [dotProduct, Fin.sum_univ_five, Fin.sum_univ_three]
  simp only [sigmaFactor, Matrix.cons_val]
  linear_combination ((n 1 * n 2) ^ 2 + (n 0 * n 2) ^ 2 + (n 0 * n 1) ^ 2
    + ((n 0 ^ 2 - n 1 ^ 2) / 2) ^ 2) * hs

/-- The sigma interaction sends a d orbital combination to a sum of ligand overlap vectors,
each weighted by its strength and its overlap with the combination. -/
theorem sigmaMatrix_mulVec {k : ℕ} (e : Fin k → ℝ) (f : Fin k → Fin 5 → ℝ)
    (x : Fin 5 → ℝ) :
    sigmaMatrix e f *ᵥ x = ∑ a, (e a * (f a ⬝ᵥ x)) • f a := by
  ext i
  simp only [sigmaMatrix, Matrix.mulVec, dotProduct, Matrix.of_apply, Finset.sum_apply,
    Pi.smul_apply, smul_eq_mul, Finset.sum_mul, Finset.mul_sum]
  rw [Finset.sum_comm]
  exact Finset.sum_congr rfl fun a _ => Finset.sum_congr rfl fun j _ => by ring

/-- The sigma energy of a d orbital combination `x`, taken as the quadratic form without division by
`x ⬝ᵥ x`, is the sum over ligands of the strength times the squared overlap. -/
theorem sigma_energy {k : ℕ} (e : Fin k → ℝ) (f : Fin k → Fin 5 → ℝ) (x : Fin 5 → ℝ) :
    x ⬝ᵥ (sigmaMatrix e f *ᵥ x) = ∑ a, e a * (f a ⬝ᵥ x) ^ 2 := by
  have expand : ∀ c : Fin k → ℝ,
      x ⬝ᵥ (∑ a, c a • f a) = ∑ a, c a * (f a ⬝ᵥ x) := by
    intro c
    simp only [dotProduct, Finset.sum_apply, Pi.smul_apply, smul_eq_mul, Finset.mul_sum]
    rw [Finset.sum_comm]
    exact Finset.sum_congr rfl fun a _ => Finset.sum_congr rfl fun j _ => by ring
  rw [sigmaMatrix_mulVec, expand]
  exact Finset.sum_congr rfl fun a _ => by ring

/-- The sigma interaction matrix of `k` ligands has rank at most `k`. -/
theorem sigmaMatrix_rank_le {k : ℕ} (e : Fin k → ℝ) (f : Fin k → Fin 5 → ℝ) :
    (sigmaMatrix e f).rank ≤ k := by
  -- the interaction factors through the space of ligand orbitals
  let B : Matrix (Fin 5) (Fin k) ℝ := Matrix.of fun i a => e a * f a i
  let C : Matrix (Fin k) (Fin 5) ℝ := Matrix.of f
  have h : sigmaMatrix e f = B * C := by
    ext i j
    simp [sigmaMatrix, B, C, Matrix.mul_apply]
  rw [h]
  exact (Matrix.rank_mul_le_right B C).trans (by simpa using Matrix.rank_le_card_height C)

/-- The d orbital combinations annihilated by the sigma interaction of `k` ligands form a
space of dimension at least `5 - k`. -/
theorem nonbonding_dimension {k : ℕ} (e : Fin k → ℝ) (f : Fin k → Fin 5 → ℝ) :
    5 ≤ k + Module.finrank ℝ (LinearMap.ker (sigmaMatrix e f).mulVecLin) := by
  have h1 := LinearMap.finrank_range_add_finrank_ker (sigmaMatrix e f).mulVecLin
  have h2 : Module.finrank ℝ (Fin 5 → ℝ) = 5 := by simp
  have h3 := sigmaMatrix_rank_le e f
  unfold Matrix.rank at h3
  omega

/-- For nonnegative strengths the sigma interaction of `k` ligands is positive semidefinite of
rank at most `k`, and for `k < 5` it annihilates some nonzero d orbital combination, whose
sigma energy is zero. -/
theorem angular_overlap_sigma {k : ℕ} (e : Fin k → ℝ) (f : Fin k → Fin 5 → ℝ)
    (he : ∀ a, 0 ≤ e a) :
    (sigmaMatrix e f).PosSemidef ∧ (sigmaMatrix e f).rank ≤ k ∧
      (k < 5 → ∃ d : Fin 5 → ℝ, d ≠ 0 ∧ sigmaMatrix e f *ᵥ d = 0 ∧
        d ⬝ᵥ (sigmaMatrix e f *ᵥ d) = 0) := by
  refine ⟨Matrix.PosSemidef.of_dotProduct_mulVec_nonneg ?_ ?_, sigmaMatrix_rank_le e f, ?_⟩
  · refine Matrix.IsHermitian.ext fun i j => ?_
    simp only [sigmaMatrix, Matrix.of_apply, star_trivial]
    exact Finset.sum_congr rfl fun a _ => by ring
  · -- the energy is a sum of nonnegative terms
    intro x
    rw [star_trivial, sigma_energy]
    exact Finset.sum_nonneg fun a _ => mul_nonneg (he a) (sq_nonneg _)
  · -- fewer than five ligands leave a nontrivial kernel
    intro hk
    have hdim := nonbonding_dimension e f
    have hne : LinearMap.ker (sigmaMatrix e f).mulVecLin ≠ ⊥ := by
      intro h
      rw [h, finrank_bot] at hdim
      omega
    obtain ⟨d, hd, hd0⟩ := Submodule.exists_mem_ne_zero_of_ne_bot hne
    have hz : sigmaMatrix e f *ᵥ d = 0 := LinearMap.mem_ker.mp hd
    exact ⟨d, hd0, hz, by rw [hz, dotProduct_zero]⟩

/-- For positive strengths, a d orbital combination is annihilated by the sigma interaction
exactly when it has zero overlap with every ligand. -/
theorem nonbonding_iff {k : ℕ} (e : Fin k → ℝ) (f : Fin k → Fin 5 → ℝ)
    (he : ∀ a, 0 < e a) (x : Fin 5 → ℝ) :
    sigmaMatrix e f *ᵥ x = 0 ↔ ∀ a, f a ⬝ᵥ x = 0 := by
  constructor
  · intro h a
    have hE := sigma_energy e f x
    rw [h, dotProduct_zero] at hE
    have ht := (Finset.sum_eq_zero_iff_of_nonneg
      (fun b _ => mul_nonneg (he b).le (sq_nonneg (f b ⬝ᵥ x)))).1 hE.symm a
      (Finset.mem_univ a)
    exact pow_eq_zero_iff two_ne_zero |>.1 ((mul_eq_zero.1 ht).resolve_left (he a).ne')
  · intro h
    rw [sigmaMatrix_mulVec]
    exact Finset.sum_eq_zero fun a _ => by rw [h a, mul_zero, zero_smul]

/-- Five ligand directions, given by their coordinates. -/
def fiveDirections : Fin 5 → Fin 3 → ℝ :=
  ![![0, 0, 1], ![1, 0, 0], ![3/5, 4/5, 0], ![3/5, 0, 4/5], ![0, 3/5, 4/5]]

/-- The five directions are unit vectors, and ligands of positive strength placed there
annihilate no nonzero d orbital combination. -/
theorem five_ligands_sharp (e : Fin 5 → ℝ) (he : ∀ a, 0 < e a) :
    (∀ a, fiveDirections a ⬝ᵥ fiveDirections a = 1) ∧
      ∀ x, sigmaMatrix e (fun a => sigmaFactor (fiveDirections a)) *ᵥ x = 0 → x = 0 := by
  constructor
  · intro a
    have len : ∀ p q r : ℝ, ![p, q, r] ⬝ᵥ ![p, q, r] = p ^ 2 + q ^ 2 + r ^ 2 := by
      intro p q r
      simp only [dotProduct, Fin.sum_univ_three, Matrix.cons_val]
      ring
    fin_cases a
    · exact (len 0 0 1).trans (by norm_num)
    · exact (len 1 0 0).trans (by norm_num)
    · exact (len (3/5) (4/5) 0).trans (by norm_num)
    · exact (len (3/5) 0 (4/5)).trans (by norm_num)
    · exact (len 0 (3/5) (4/5)).trans (by norm_num)
  · intro x hx
    have h := (nonbonding_iff e _ he x).1 hx
    have key : ∀ p q r : ℝ, sigmaFactor ![p, q, r] ⬝ᵥ x =
        (r ^ 2 - (p ^ 2 + q ^ 2) / 2) * x 0 + √3 * (q * r * x 1 + p * r * x 2
          + p * q * x 3 + (p ^ 2 - q ^ 2) / 2 * x 4) := by
      intro p q r
      simp only [dotProduct, Fin.sum_univ_five]
      simp only [sigmaFactor, Matrix.cons_val]
      ring
    have h0 := (key 0 0 1).symm.trans (h 0)
    have h1 := (key 1 0 0).symm.trans (h 1)
    have h2 := (key (3/5) (4/5) 0).symm.trans (h 2)
    have h3 := (key (3/5) 0 (4/5)).symm.trans (h 3)
    have h4 := (key 0 (3/5) (4/5)).symm.trans (h 4)
    have cancel : ∀ y : ℝ, √3 * y = 0 → y = 0 := fun y hy =>
      (mul_eq_zero.1 hy).resolve_left (by positivity)
    -- the overlap conditions remove the orbitals one at a time
    have x0 : x 0 = 0 := by linear_combination h0
    have x4 : x 4 = 0 := cancel _ (by linear_combination 2 * h1 + x0)
    have x3 : x 3 = 0 := cancel _ (by
      linear_combination 25/12 * (h2 + 1/2 * x0 + 7/50 * √3 * x4))
    have x2 : x 2 = 0 := cancel _ (by
      linear_combination 25/12 * (h3 - 23/50 * x0 - 9/50 * √3 * x4))
    have x1 : x 1 = 0 := cancel _ (by
      linear_combination 25/12 * (h4 - 23/50 * x0 + 9/50 * √3 * x4))
    funext i
    fin_cases i
    exacts [x0, x1, x2, x3, x4]

/-- The six ligand directions of an octahedral complex. -/
def octahedron : Fin 6 → Fin 3 → ℝ :=
  ![![1, 0, 0], ![-1, 0, 0], ![0, 1, 0], ![0, -1, 0], ![0, 0, 1], ![0, 0, -1]]

/-- Six equal ligands on an octahedron give z² and x²−y² the sigma energy `3 * s` and
yz, xz, xy the sigma energy zero, with no mixing. -/
theorem octahedral_sigma (s : ℝ) :
    sigmaMatrix (fun _ => s) (fun a => sigmaFactor (octahedron a)) =
      Matrix.diagonal ![3 * s, 0, 0, 0, 3 * s] := by
  have hs : √(3 : ℝ) ^ 2 = 3 := Real.sq_sqrt (by norm_num)
  ext i j
  fin_cases i <;> fin_cases j <;>
    simp [sigmaMatrix, octahedron, sigmaFactor, Fin.sum_univ_six] <;>
    first
      | ring1
      | linear_combination s * hs

end

end AngularOverlapSigma
```

```lean
#print axioms AngularOverlapSigma.sigmaFactor_normSq
#print axioms AngularOverlapSigma.angular_overlap_sigma
#print axioms AngularOverlapSigma.five_ligands_sharp
#print axioms AngularOverlapSigma.octahedral_sigma
```

```
'AngularOverlapSigma.sigmaFactor_normSq' depends on axioms: [propext, Classical.choice, Quot.sound]
'AngularOverlapSigma.angular_overlap_sigma' depends on axioms: [propext, Classical.choice, Quot.sound]
'AngularOverlapSigma.five_ligands_sharp' depends on axioms: [propext, Classical.choice, Quot.sound]
'AngularOverlapSigma.octahedral_sigma' depends on axioms: [propext, Classical.choice, Quot.sound]
```

## Ligands as vectors in the d shell

The model is a one-electron model. Each ligand a = 0, …, k−1 carries a real strength e_a and a vector f_a in R⁵, whose component f_{a,i} is the overlap factor of d orbital i with the sigma orbital of that ligand. The interaction matrix, `sigmaMatrix e f`, has the entries

H_ij = Σ_a e_a f_{a,i} f_{a,j}.

A d orbital combination is a coefficient vector x in R⁵. In the file `*ᵥ` applies a matrix to a vector and `⬝ᵥ` is the ordinary dot product, so `x ⬝ᵥ (sigmaMatrix e f *ᵥ x)` is xᵀHx. The vector x need not be normalised; for x ≠ 0 the energy per electron is xᵀHx / xᵀx. Energies are measured from the d level without sigma interaction, and "nonbonding" means Hx = 0.

The strength e_a is a parameter of the model. It stands for the amount by which a filled ligand orbital, lying below the d shell, pushes up the d combination pointing at it. That picture is the reason for the condition e_a ≥ 0, which is assumed here and not derived from a Hamiltonian for metal and ligands.

The general theorems allow any vectors f_a. For a real geometry, `sigmaFactor n` supplies them from a direction n = (n_0, n_1, n_2), with the orbitals in the order z², yz, xz, xy, x²−y²:

f = (n_2² − (n_0² + n_1²)/2, √3 n_1n_2, √3 n_0n_2, √3 n_0n_1, √3 (n_0² − n_1²)/2).

The direction should be a unit vector. The theorem `sigmaFactor_normSq` says that f·f = (n·n)², so a unit n gives a unit f. To see this, put u = n_0² + n_1². The first component contributes

(n_2² − u/2)² = n_2⁴ − n_2²u + u²/4,

and the other four together contribute 3n_2²u + 3u²/4, because n_0²n_1² + (n_0² − n_1²)²/4 = u²/4. The total is (n_2² + u)². In Lean, `linear_combination` checks this polynomial identity once it is given (√3)² = 3.

## What is proved about rank and energy

The main theorem, `angular_overlap_sigma`, assumes e_a ≥ 0 for every ligand and concludes three things. H is positive semidefinite, which includes being symmetric. Its rank is at most k. If k < 5, there is a nonzero d with Hd = 0, and hence dᵀHd = 0.

Only the positivity uses the sign of the strengths. `sigmaMatrix_rank_le` and `nonbonding_dimension` hold for arbitrary real e_a. The second of these is written as 5 ≤ k + dim ker H, which avoids a subtraction and says nothing new once k ≥ 5.

With strengths of mixed sign, a zero energy could arise from cancellation between ligands, and Hd = 0 would then be the stronger statement. With e_a ≥ 0 the two conditions agree, since a vanishing sum of nonnegative terms vanishes term by term.

Pi interactions, mixing with the metal s orbital, electron repulsion and spin–orbit coupling are all absent. Pi interactions, electron repulsion and spin–orbit coupling can shift or split the levels that the sigma matrix leaves at zero.

## From one ligand to k ligands

Applying H to x and collecting the sum over j gives

(Hx)_i = Σ_a e_a f_{a,i} Σ_j f_{a,j} x_j, that is, Hx = Σ_a e_a (f_a·x) f_a.

This is `sigmaMatrix_mulVec`; its proof exchanges the two sums with `Finset.sum_comm`. Taking the dot product with x gives `sigma_energy`:

xᵀHx = Σ_a e_a (f_a·x)².

Each term is nonnegative when e_a ≥ 0, and H_ij = H_ji by inspection, so H is positive semidefinite. The first two bullets of the main proof are these two observations.

For the rank, the formula for Hx shows that every output lies in the span of k vectors. The Lean proof expresses the same fact as a factorisation through R^k:

H = BC, with B_ia = e_a f_{a,i} and C_aj = f_{a,j}.

The rank of a product is at most the rank of its right factor, and C has only k rows. Rank–nullity on R⁵ then reads

rank H + dim ker H = 5,

so that dim ker H ≥ 5 − k. In `nonbonding_dimension` the tactic `omega` does this last piece of integer arithmetic. If k < 5, the kernel cannot be the zero space, and any nonzero vector in it is the required d.

The smallest cases show the count at work. With k = 0 the matrix is zero and all five orbitals are nonbonding. With k = 1, a positive strength e_0 and a unit direction, H = e_0 f_0 f_0ᵀ has the eigenvalue e_0 on f_0 and the eigenvalue 0 on the four-dimensional space orthogonal to it. For a ligand on the z axis, f_0 = (1, 0, 0, 0, 0), and only z² is raised.

## Which combinations are nonbonding

When all strengths are strictly positive, `nonbonding_iff` identifies the kernel: Hx = 0 exactly when f_a·x = 0 for every a. In one direction, Hx = 0 gives

0 = xᵀHx = Σ_a e_a (f_a·x)².

All terms are nonnegative, so each is zero, and e_a > 0 leaves f_a·x = 0. In the other direction, the formula for Hx has only zero coefficients. Strict positivity matters here, because a ligand with e_a = 0 places no condition on x.

## Five ligands can remove every nonbonding combination

The bound k < 5 is sharp even when the overlap vectors come from ligand directions. The theorem `five_ligands_sharp` places ligands of any positive strengths along the unit vectors

(0, 0, 1), (1, 0, 0), (3/5, 4/5, 0), (3/5, 0, 4/5), (0, 3/5, 4/5)

and shows that Hx = 0 forces x = 0. By the previous result, such an x has zero overlap with all five ligands, which gives five equations:

x_0 = 0
−x_0/2 + √3 x_4/2 = 0
−x_0/2 + √3 (12x_3/25 − 7x_4/50) = 0
23x_0/50 + √3 (12x_2/25 + 9x_4/50) = 0
23x_0/50 + √3 (12x_1/25 − 9x_4/50) = 0

The first removes z², the second x²−y², and the remaining three remove xy, xz and yz in turn. The Lean proof follows this order. Its local lemma `key` writes out the overlap for a general direction, and `cancel` divides by √3.

This is a statement about one well-chosen geometry and not about every arrangement of five ligands. The directions were chosen for simple arithmetic and are not a realistic structure: two pairs of them are only about 37° apart. Ligands on the coordinate axes, however many there are, have no overlap with yz, xz or xy, since each of those factors contains a product of two different coordinates.

## The octahedron has rank two at most

Six equal ligands of strength s on the axes illustrate the last point. The two ligands on the z axis have the vector (1, 0, 0, 0, 0), the two on the x axis (−1/2, 0, 0, 0, √3/2), and the two on the y axis (−1/2, 0, 0, 0, −√3/2). The diagonal entries are therefore

z²: s (2·1 + 4·1/4) = 3s
x²−y²: s (4·3/4) = 3s

The off-diagonal entry between z² and x²−y² cancels between the x and y axes, and everything involving yz, xz or xy is zero. Hence H = diag(3s, 0, 0, 0, 3s), as `octahedral_sigma` states for every real s. The proof checks the 25 entries one by one.

For s > 0 these are the familiar e_g pair at 3s and the t₂g set at zero, within a model that has sigma interaction only. The rank is then 2 although k = 6, so the number of ligands bounds the number of shifted levels without fixing it.
